# A product of random-sign trace factors has mean one and variance $(1+a^2)^N-1$

## A trace that is conserved only on average

A small quantum system in contact with a bath can be propagated by replacing the influence of the bath with random noise. In some of these schemes a single noise realisation does not conserve the trace of the reduced density matrix. The trace drifts up in one run and down in another, and only the average over the noise is equal to one. A simulation averages over finitely many runs, so one asks how many runs are needed to recover the trace to a given accuracy, and how this number changes with the length of the propagation.

A simple model answers both questions in closed form. Time is divided into $N$ steps, numbered $k=0,\dots,N-1$. In step $k$ the noise is a sign $s_k=\pm1$, both values being equally likely and the steps independent, and the trace is multiplied by $1+a_ks_k$. The real number $a_k$, called the coupling of step $k$ in this text, stands for the strength with which the noise of that step changes the trace. Starting from trace one, a run with sign string $s$ ends with the trace

$$W(s)=\prod_{k=0}^{N-1}(1+a_ks_k).$$

The result bears on stochastic methods for open quantum systems insofar as their trace behaves like such a product of independent scalar factors. In this model the estimate is unbiased for every $N$, yet if all couplings have the same nonzero value, independent of $N$, the number of runs needed at fixed accuracy grows exponentially with $N$. Here a larger $N$ stands for a longer propagation with the same time step, not for a finer division of the same time.

## Moments, sampling error and number of runs

Write $\langle\cdot\rangle$ for the uniform average over all $2^N$ sign strings. The theorem `traceWeight_moments` states, for arbitrary real couplings,

$$\langle W\rangle=1,\qquad \langle W^2\rangle=\prod_{k=0}^{N-1}(1+a_k^2).$$

The other results on the trace take all couplings equal to one number $a$:

- `variance_traceWeight`: the variance of $W$ is $(1+a^2)^N-1$.
- `samples_needed`: the average of $M>0$ independent runs has a root mean square error of at most $\varepsilon>0$ exactly when $M\ge((1+a^2)^N-1)/\varepsilon^2$.
- `samplingError_diverges`: if $a\ne0$ and $M>0$ is fixed, the mean square error tends to infinity as $N\to\infty$. For $a=0$ every run has trace one and the error vanishes.

The Lean objects correspond to the physics as follows. A sign string is a function `Fin N → Bool`, and `sgn` turns `true` into $1$ and `false` into $-1$; it is not the sign function of a real number. The number $W(s)$ is `traceWeight a s`. No density matrix occurs in the file, and the word "trace" refers to the interpretation of this number.

The average `avg` is the sum over a finite set $\Omega$ of outcomes divided by their number $|\Omega|$. The function `variance` is the exact variance of this uniform distribution, not an estimate from a sample. A set of $M$ runs is a function `Fin M → Ω`, which assigns an outcome to each run $m=0,\dots,M-1$. Averaging uniformly over all such functions describes independent draws with repetition allowed, so the independence of the runs follows from counting. The quantity `samplingError` is the mean *square* error, which is why it is compared with $\varepsilon^2$. It is an average over all possible sets of runs, and the squared error of one particular set can be larger.

The step from this model to an actual simulation is the assumption that the trace factorises into independent real factors. In a real propagation the change of the trace in one step generally depends on the current state, and hence on the earlier noise.

## Derivation from one sign to many runs

**Factorisation.** Let $f_0,\dots,f_{n-1}$ be real functions on $\Omega$, and let $w=(w_0,\dots,w_{n-1})$ run over all strings of $n$ outcomes. Multiplying out a product of sums gives every string once, so

$$\frac1{|\Omega|^n}\sum_w\prod_{k=0}^{n-1}f_k(w_k)=\prod_{k=0}^{n-1}\left(\frac1{|\Omega|}\sum_{x\in\Omega}f_k(x)\right).$$

The average of the product is the product of the averages.

**Moments.** For one sign the two averages are

$$\tfrac12\big[(1+a_k)+(1-a_k)\big]=1,$$

$$\tfrac12\big[(1+a_k)^2+(1-a_k)^2\big]=1+a_k^2.$$

The linear terms cancel in both, but the quadratic term survives in the second. By factorisation, $\langle W\rangle$ is a product of ones. Since $W^2=\prod_k(1+a_ks_k)^2$, the second moment is $\prod_k(1+a_k^2)$. For $N=0$ both products are empty and equal to one.

**Variance.** For any observable $X$ with mean $\mu=\langle X\rangle$,

$$\langle(X-\mu)^2\rangle=\langle X^2\rangle-2\mu\langle X\rangle+\mu^2=\langle X^2\rangle-\mu^2.$$

With $X=W$ and equal couplings this is $(1+a^2)^N-1$.

**Many runs.** Put $Y=X-\mu$, so that $\langle Y\rangle=0$. If the runs have outcomes $w_0,\dots,w_{M-1}$, the error of their arithmetic mean is

$$\frac1M\sum_{m=0}^{M-1}X(w_m)-\mu=\frac1M\sum_{m=0}^{M-1}Y(w_m).$$

Squaring and averaging over all sets of runs gives

$$\frac1{M^2}\sum_{i=0}^{M-1}\sum_{j=0}^{M-1}\langle Y(w_i)Y(w_j)\rangle.$$

For $i\ne j$ the average factorises into $\langle Y\rangle\langle Y\rangle=0$. For $i=j$ it is $\langle Y^2\rangle$, the variance of $X$. There are $M$ such diagonal terms, so the mean square error is the variance divided by $M$.

**Cost and growth.** For $X=W$ with equal couplings, the tolerance is met when

$$\frac{(1+a^2)^N-1}{M}\le\varepsilon^2.$$

Multiplying by $M>0$ and dividing by $\varepsilon^2>0$ yields the condition on $M$, and both operations can be reversed. If $a\ne0$, then $1+a^2>1$. Its powers grow without bound, and neither subtracting one nor dividing by a fixed $M$ changes that.

## Two steps with coupling one half

Take $N=2$ and $a=\tfrac12$. The four sign strings give the weights

$$\tfrac94,\quad\tfrac34,\quad\tfrac34,\quad\tfrac14.$$

Their sum is $4$, so the mean is $1$. The sum of their squares is $\tfrac{81+9+9+1}{16}=\tfrac{100}{16}$, so the second moment is $\tfrac{25}{16}=(1+\tfrac14)^2$ and the variance is $\tfrac9{16}$.

For $\varepsilon=0.1$ the condition is $M\ge56.25$, and $57$ runs are enough. With the same coupling and tolerance but $N=20$, one has $(5/4)^{20}\approx86.736$, and the number of runs rises to $8574$.

## The Lean file

```lean
import Mathlib

open Filter

namespace StochasticTrace

noncomputable section

/-- The uniform average of an observable over a finite, nonempty set of outcomes. -/
def avg {Ω : Type*} [Fintype Ω] (X : Ω → ℝ) : ℝ := (∑ w, X w) / (Fintype.card Ω : ℝ)

/-- The variance of an observable over a finite, nonempty set of equally likely outcomes. -/
def variance {Ω : Type*} [Fintype Ω] (X : Ω → ℝ) : ℝ := avg (fun w => (X w - avg X) ^ 2)

/-- The mean square error made when the exact average of `X` is estimated by the
arithmetic mean over `M` independent uniform draws, for `M > 0` and nonempty `Ω`. -/
def samplingError {Ω : Type*} [Fintype Ω] (M : ℕ) (X : Ω → ℝ) : ℝ :=
  avg (fun w : Fin M → Ω => ((∑ m, X (w m)) / (M : ℝ) - avg X) ^ 2)

/-- The two values `1` and `-1` of the discrete noise. -/
def sgn : Bool → ℝ
  | true => 1
  | false => -1

/-- The stochastic trace weight `∏ (1 + a_k s_k)` of a sign string `s`. -/
def traceWeight {N : ℕ} (a : Fin N → ℝ) (s : Fin N → Bool) : ℝ :=
  ∏ k, (1 + a k * sgn (s k))

/-- The average of a product of single-step factors over all strings is the product of the
single-step averages. -/
theorem avg_prod {Ω : Type*} [Fintype Ω] {n : ℕ} (f : Fin n → Ω → ℝ) :
    avg (fun w : Fin n → Ω => ∏ k, f k (w k)) = ∏ k, avg (f k) := by
  simp only [avg]
  rw [Finset.prod_div_distrib, Finset.prod_univ_sum, Fintype.piFinset_univ]
  simp

/-- The average over a single sign is half the sum of the two values. -/
theorem avg_bool (f : Bool → ℝ) : avg f = (f true + f false) / 2 := by
  simp [avg]

/-- The stochastic trace is exact on average: its weight has mean `1`, while its second
moment is the product of the factors `1 + a_k ^ 2`. -/
theorem traceWeight_moments {N : ℕ} (a : Fin N → ℝ) :
    avg (traceWeight a) = 1 ∧
      avg (fun s => traceWeight a s ^ 2) = ∏ k, (1 + a k ^ 2) := by
  constructor
  · calc avg (traceWeight a) = ∏ k, avg (fun b => 1 + a k * sgn b) :=
          avg_prod (fun k b => 1 + a k * sgn b)
      _ = 1 := Finset.prod_eq_one (fun k _ => by
          rw [avg_bool]
          show (1 + a k * 1 + (1 + a k * (-1))) / 2 = 1
          ring)
  · -- the square of the product is the product of the squares
    have h : (fun s => traceWeight a s ^ 2) =
        fun s => ∏ k, (1 + a k * sgn (s k)) ^ 2 := by
      funext s
      simp only [traceWeight, Finset.prod_pow]
    rw [h]
    refine (avg_prod (fun k b => (1 + a k * sgn b) ^ 2)).trans ?_
    refine Finset.prod_congr rfl (fun k _ => ?_)
    rw [avg_bool]
    show ((1 + a k * 1) ^ 2 + (1 + a k * (-1)) ^ 2) / 2 = 1 + a k ^ 2
    ring

/-- The variance is the second moment minus the square of the mean. -/
theorem variance_eq {Ω : Type*} [Fintype Ω] [Nonempty Ω] (X : Ω → ℝ) :
    variance X = avg (fun w => X w ^ 2) - avg X ^ 2 := by
  have hc : (Fintype.card Ω : ℝ) ≠ 0 := Nat.cast_ne_zero.mpr Fintype.card_ne_zero
  have key (m : ℝ) : ∑ w, (X w - m) ^ 2 =
      ∑ w, X w ^ 2 - 2 * m * ∑ w, X w + (Fintype.card Ω : ℝ) * m ^ 2 := by
    have h : (Fintype.card Ω : ℝ) * m ^ 2 = ∑ _w : Ω, m ^ 2 := by simp
    rw [h, Finset.mul_sum, ← Finset.sum_sub_distrib, ← Finset.sum_add_distrib]
    exact Finset.sum_congr rfl (fun w _ => by ring)
  simp only [variance, avg]
  rw [key]
  field_simp
  ring

/-- For equal couplings `a` on `N` steps the variance of the stochastic trace weight is
`(1 + a ^ 2) ^ N - 1`. -/
theorem variance_traceWeight (N : ℕ) (a : ℝ) :
    variance (traceWeight (fun _ : Fin N => a)) = (1 + a ^ 2) ^ N - 1 := by
  rw [variance_eq, (traceWeight_moments _).1, (traceWeight_moments _).2]
  simp

/-- For an observable `Y` of zero mean, the product of its values in draws `i` and `j` averages to
the mean of `Y ^ 2` if `i = j`, and to zero otherwise. -/
theorem avg_pair {Ω : Type*} [Fintype Ω] [Nonempty Ω] {M : ℕ} (Y : Ω → ℝ)
    (hY : avg Y = 0) (i j : Fin M) :
    avg (fun w : Fin M → Ω => Y (w i) * Y (w j)) =
      if i = j then avg (fun x => Y x ^ 2) else 0 := by
  -- write the pair as a product over all draws, with factor 1 on the idle ones
  have h : (fun w : Fin M → Ω => Y (w i) * Y (w j)) = fun w =>
      ∏ k, ((if k = i then Y (w k) else 1) * (if k = j then Y (w k) else 1)) := by
    funext w
    rw [Finset.prod_mul_distrib]
    simp
  rw [h]
  refine (avg_prod (fun k x =>
    (if k = i then Y x else 1) * (if k = j then Y x else 1))).trans ?_
  by_cases hij : i = j
  · subst hij
    rw [Finset.prod_eq_single i]
    · simp [sq]
    · intro k _ hk
      simp [avg, hk]
    · intro hi
      exact absurd (Finset.mem_univ i) hi
  · rw [if_neg hij]
    refine Finset.prod_eq_zero (Finset.mem_univ i) ?_
    simpa [hij] using hY

/-- The mean square error of an average over `M > 0` independent draws is the variance of a
single draw divided by `M`. -/
theorem samplingError_eq {Ω : Type*} [Fintype Ω] [Nonempty Ω] {M : ℕ} (hM : 0 < M)
    (X : Ω → ℝ) : samplingError M X = variance X / M := by
  have hM' : (M : ℝ) ≠ 0 := Nat.cast_ne_zero.mpr hM.ne'
  have hc : (Fintype.card Ω : ℝ) ≠ 0 := Nat.cast_ne_zero.mpr Fintype.card_ne_zero
  have hY : avg (fun x => X x - avg X) = 0 := by
    have h : ∑ x, (X x - avg X) = 0 := by
      rw [Finset.sum_sub_distrib, Finset.sum_const, Finset.card_univ, nsmul_eq_mul, avg,
        mul_div_cancel₀ _ hc, sub_self]
    rw [avg, h, zero_div]
  -- the squared sum of centred draws keeps only its diagonal terms
  have hsum : avg (fun w : Fin M → Ω => (∑ i, (X (w i) - avg X)) ^ 2) =
      M * variance X := by
    calc avg (fun w : Fin M → Ω => (∑ i, (X (w i) - avg X)) ^ 2)
        = ∑ i, ∑ j, avg (fun w : Fin M → Ω => (X (w i) - avg X) * (X (w j) - avg X)) := by
          generalize avg X = c
          simp only [avg, ← Finset.sum_div]
          congr 1
          simp_rw [sq, Finset.sum_mul_sum]
          rw [Finset.sum_comm]
          exact Finset.sum_congr rfl (fun i _ => Finset.sum_comm)
      _ = ∑ i : Fin M, ∑ j : Fin M, if i = j then variance X else 0 :=
          Finset.sum_congr rfl (fun i _ => Finset.sum_congr rfl (fun j _ =>
            avg_pair (fun x => X x - avg X) hY i j))
      _ = M * variance X := by simp
  have hfun : (fun w : Fin M → Ω => ((∑ m, X (w m)) / (M : ℝ) - avg X) ^ 2) =
      fun w => (∑ i, (X (w i) - avg X)) ^ 2 / (M : ℝ) ^ 2 := by
    funext w
    rw [Finset.sum_sub_distrib, Finset.sum_const, Finset.card_univ, Fintype.card_fin,
      nsmul_eq_mul, ← div_pow, sub_div, mul_div_cancel_left₀ _ hM']
  have hdiv (g : (Fin M → Ω) → ℝ) (c : ℝ) : avg (fun w => g w / c) = avg g / c := by
    simp only [avg, ← Finset.sum_div]
    exact div_right_comm _ _ _
  rw [samplingError, hfun, hdiv, hsum]
  field_simp

/-- With `M > 0` independent sign strings, the stochastic trace over `N` steps of coupling `a`
reaches the root mean square tolerance `ε > 0` exactly when `M` is at least
`((1 + a ^ 2) ^ N - 1) / ε ^ 2`. -/
theorem samples_needed (N : ℕ) (a : ℝ) {M : ℕ} (hM : 0 < M) {ε : ℝ} (hε : 0 < ε) :
    samplingError M (traceWeight (fun _ : Fin N => a)) ≤ ε ^ 2 ↔
      ((1 + a ^ 2) ^ N - 1) / ε ^ 2 ≤ M := by
  have hM' : (0 : ℝ) < M := Nat.cast_pos.mpr hM
  have hε' : 0 < ε ^ 2 := by positivity
  rw [samplingError_eq hM, variance_traceWeight, div_le_iff₀ hM', div_le_iff₀ hε',
    mul_comm (ε ^ 2)]

/-- For nonzero coupling and any fixed number `M > 0` of sampled strings, the mean square error
of the stochastic trace grows without bound with the number of steps. -/
theorem samplingError_diverges {a : ℝ} (ha : a ≠ 0) {M : ℕ} (hM : 0 < M) :
    Tendsto (fun N : ℕ => samplingError M (traceWeight (fun _ : Fin N => a)))
      atTop atTop := by
  have hM' : (0 : ℝ) < M := Nat.cast_pos.mpr hM
  have h1 : 1 < 1 + a ^ 2 := by
    have : 0 < a ^ 2 := by positivity
    linarith
  simp only [samplingError_eq hM, variance_traceWeight, sub_eq_add_neg]
  exact (tendsto_atTop_add_const_right _ (-1)
    (tendsto_pow_atTop_atTop_of_one_lt h1)).atTop_div_const hM'

end

end StochasticTrace
```

```lean
#print axioms StochasticTrace.traceWeight_moments
#print axioms StochasticTrace.samples_needed
#print axioms StochasticTrace.samplingError_diverges
```

```
'StochasticTrace.traceWeight_moments' depends on axioms: [propext, Classical.choice, Quot.sound]
'StochasticTrace.samples_needed' depends on axioms: [propext, Classical.choice, Quot.sound]
'StochasticTrace.samplingError_diverges' depends on axioms: [propext, Classical.choice, Quot.sound]
```

## From factorisation to the moments

The lemma `avg_prod` is the factorisation rule. After `avg` is unfolded, `Finset.prod_div_distrib` separates the numerators from the denominators on the right-hand side. Then `Finset.prod_univ_sum` multiplies out the product of sums, and the closing `simp` matches the denominator $|\Omega|^n$ with the number of strings.

The lemma `avg_bool` writes the average over one sign as half the sum of two values. In `traceWeight_moments`, each moment is first factorised by `avg_prod` and then evaluated by `avg_bool`. The `show` lines insert the values $1$ and $-1$ of the sign, and `ring` carries out the cancellation of the linear terms. For the second moment, the auxiliary statement `h` first rewrites the square of the product as a product of squares.

In `variance_eq`, the statement `key` expands $\sum_w(X(w)-m)^2$, where $w$ is now a single outcome in $\Omega$ and $m$ an arbitrary real number, not the index of a run. Setting $m$ equal to the mean and clearing denominators with `field_simp` leaves an identity for `ring`. The theorem `variance_traceWeight` inserts the two moments, and `simp` turns the product of $N$ equal factors into a power.

## From uncorrelated runs to the cost

The lemma `avg_pair` evaluates $\langle Y(w_i)Y(w_j)\rangle$ for an observable of zero mean. The factorisation rule needs one factor for every run, while this expression involves at most two of them. The proof therefore writes it as a product over all runs $k$, with the factor $1$ wherever $k$ is neither $i$ nor $j$. If $i=j$, `Finset.prod_eq_single` keeps only the factor $\langle Y^2\rangle$. If $i\ne j$, the factor for run $i$ is $\langle Y\rangle=0$, and `Finset.prod_eq_zero` makes the whole product vanish.

The theorem `samplingError_eq` assembles the calculation for many runs, for any observable on a finite nonempty set:

- `hY` shows that the centred observable has mean zero.
- `hsum` expands the squared sum into a double sum, applies `avg_pair` to each term and adds up the diagonal to obtain $M$ times the variance.
- `hfun` rewrites the error of the arithmetic mean as the sum of centred values divided by $M$, and squares it.
- `hdiv` takes the constant $M^2$ out of the average, after which `field_simp` reduces $M/M^2$ to $1/M$.

In `samples_needed`, the error formula and the variance are substituted. The two uses of `div_le_iff₀` then clear the denominators $M$ and $\varepsilon^2$, which brings both sides of the equivalence to the same inequality.

For `samplingError_diverges`, the statement `h1` establishes $1+a^2>1$ from $a\ne0$. The Mathlib lemma `tendsto_pow_atTop_atTop_of_one_lt` gives the divergence of the powers. The remaining two lemmas carry this through the addition of $-1$ and the division by $M$, in the same order as in the derivation above.
